# Energy Levels and Density of States of a Tight-Binding Ring with Uniform Overlap

To fill a band or to average over its states, one often replaces a sum over wave numbers by an integral over energy, weighted with the density of states. With ultrasoft pseudopotentials the levels solve a generalized eigenvalue problem $H\psi = E\,S\psi$, so the overlap $S$ enters that weight. For non-interacting electrons on a ring of identical sites, with one orbital per site and the same hopping between all nearest neighbours, and with $S$ a multiple of the identity, the levels have a closed form, and so does the weight in the limit of many sites.

## A ring with an augmentation charge on every site

Take $N \ge 1$ sites with complex amplitudes $\psi_j$, where $j$ is counted modulo $N$. With a real hopping parameter $t$ and a real number $q > -1$,

$$(H\psi)_j = -t\,(\psi_{j+1} + \psi_{j-1}), \qquad (S\psi)_j = (1+q)\,\psi_j .$$

An ultrasoft pseudo-orbital need not have the same norm as the orbital that it replaces, and $S$ accounts for the difference. The constant $q$ stands for this augmentation charge, taken to be the same on every site. The condition $q > -1$ makes the norm $\langle\psi|S|\psi\rangle$ positive for every nonzero state.

## The levels

For an integer $m$ let $k = 2\pi m/N$ and $\psi_j = e^{ikj}$. This wave closes on the ring because $e^{ikN} = 1$, and it is nonzero because $\psi_0 = 1$. Then

$$(H\psi)_j = -t\,(e^{ik} + e^{-ik})\,e^{ikj} = -2t\cos k\;\psi_j .$$

Since $S\psi = (1+q)\psi$, the equation $H\psi = E\,S\psi$ holds with

$$E(k) = -\frac{2t\cos k}{1+q}.$$

The wave has $\langle\psi|S|\psi\rangle = N(1+q)$, so the normalised state is $e^{ikj}/\sqrt{N(1+q)}$.

There are no other eigenvalues. Let $\psi \neq 0$ satisfy $H\psi = E\,S\psi$ for some complex $E$. At least one Fourier coefficient $c = \sum_j e^{-ikj}\psi_j$ is nonzero. Multiply the equation at site $j$ by $e^{-ikj}$ and sum over $j$. Relabelling the sites gives $\sum_j e^{-ikj}\psi_{j\pm1} = e^{\pm ik}c$, so

$$-2t\cos k\; c = E\,(1+q)\,c .$$

Dividing by $(1+q)\,c$ gives $E = E(k)$, which is real.

## From wave numbers to energies

Now let $t > 0$. Wave numbers are spaced by $2\pi/N$. For large $N$ we treat them as continuous, so that an interval $dk$ holds $dk/2\pi$ states per site, without spin. Since $k$ and $-k$ have the same energy, we may keep $0 \le k \le \pi$ and count $dk/\pi$. There $E(k)$ increases, with $dE/dk = 2t\sin k/(1+q)$. Using $2t\sin k = \sqrt{4t^2 - (1+q)^2E^2}$, we find

$$g(E) = \frac{1}{\pi}\frac{dk}{dE} = \frac{1+q}{\pi\sqrt{4t^2-(1+q)^2E^2}}, \qquad |E| < \frac{2t}{1+q}.$$

This diverges at the band edges, but its antiderivative

$$G(E) = \frac1\pi\arcsin\frac{(1+q)E}{2t}$$

is continuous up to them. At a band energy the argument of the arcsine is $-\cos k = \sin(k-\pi/2)$, and $k - \pi/2$ lies between $-\pi/2$ and $\pi/2$. Hence $G(E(k)) = (k-\pi/2)/\pi$, and for $0 \le k_1 \le k_2 \le \pi$

$$\int_{E(k_1)}^{E(k_2)} g(E)\,dE = \frac{k_2-k_1}{\pi}.$$

With $k_1 = 0$ and $k_2 = \pi$ the integral over the whole band is 1. With $k_i = 2\pi m_i/N$ and $0 \le m_1 \le m_2 \le N/2$ it is $2(m_2-m_1)/N$.

## Six sites in numbers

Let $N = 6$, $t = 1$ eV and $q = 0.25$. The bare energies $-2t\cos k$ are $-2, -1, 1, 2$ eV, and division by 1.25 gives

| $m$ | $E$ (eV) | States |
|---|---|---|
| 0 | −1.6 | 1 |
| 1, 5 | −0.8 | 2 |
| 2, 4 | 0.8 | 2 |
| 3 | 1.6 | 1 |

Between $-0.8$ and $0.8$ eV the integral of $g$ is $\frac{2}{\pi}\arcsin\frac12 = \frac13$, which agrees with $2(2-1)/6$. Counting half of each bounding pair also gives two states out of six. With $t$ held fixed, going from $q = 0$ to $q = 0.25$ narrows the band from 4 to 3.2 eV and raises $g(0)$ from $1/(2\pi) \approx 0.159$ to $1.25/(2\pi) \approx 0.199$ per eV.

## The Lean file

```lean
import Mathlib

open scoped Real

namespace UltrasoftRing

noncomputable section

/-- The hopping Hamiltonian on a ring of `N ≥ 1` sites: its value at a site is `-t` times the sum of
the amplitudes at the right and left neighbours. -/
def hopping {N : ℕ} (t : ℝ) (ψ : ZMod N → ℂ) : ZMod N → ℂ :=
  fun x => -(t : ℂ) * (ψ (x + 1) + ψ (x - 1))

/-- The overlap operator `S`, equal to `1 + q` times the identity. -/
def overlap {N : ℕ} (q : ℝ) (ψ : ZMod N → ℂ) : ZMod N → ℂ :=
  fun x => ((1 + q : ℝ) : ℂ) * ψ x

/-- The wave number `k = 2 π m / N`, for a ring with `N ≥ 1` sites. -/
def waveNumber (N : ℕ) (m : ℤ) : ℝ := 2 * π * m / N

/-- The plane wave with index `m` on the ring, as a character of the translation group. -/
def planeWave (N : ℕ) [NeZero N] (m : ℤ) : ZMod N → ℂ :=
  fun x => ZMod.stdAddChar ((m : ZMod N) * x)

/-- The band energy `E(k) = -2 t cos k / (1 + q)`, for `q ≠ -1`. -/
def band (t q k : ℝ) : ℝ := -2 * t * Real.cos k / (1 + q)

/-- The function `g(E) = (1 + q) / (π √(4 t² - (1 + q)² E²))`, for `q > -1` and energies
inside the band, `|E| < 2 t / (1 + q)`. -/
def dos (t q E : ℝ) : ℝ :=
  (1 + q) / (π * √(4 * t ^ 2 - (1 + q) ^ 2 * E ^ 2))

/-- At site `j` the plane wave has the amplitude `exp(i k j)`. -/
theorem planeWave_apply (N : ℕ) [NeZero N] (m j : ℤ) :
    planeWave N m (j : ZMod N) = Complex.exp (Complex.I * waveNumber N m * j) := by
  unfold planeWave waveNumber
  rw [← Int.cast_mul, ZMod.stdAddChar_coe]
  congr 1
  push_cast
  ring

/-- The phases gained by a plane wave on one step to the right and one step to the left
add up to `2 cos k`. -/
theorem phase_sum (N : ℕ) [NeZero N] (m : ℤ) :
    (ZMod.stdAddChar (m : ZMod N) : ℂ) + ZMod.stdAddChar (-(m : ZMod N))
      = 2 * (Real.cos (waveNumber N m) : ℂ) := by
  have h1 : (ZMod.stdAddChar (m : ZMod N) : ℂ)
      = Complex.exp ((waveNumber N m : ℂ) * Complex.I) := by
    rw [ZMod.stdAddChar_coe]
    congr 1
    unfold waveNumber
    push_cast
    ring
  have h2 : (ZMod.stdAddChar (-(m : ZMod N)) : ℂ)
      = Complex.exp (-(waveNumber N m : ℂ) * Complex.I) := by
    rw [← Int.cast_neg, ZMod.stdAddChar_coe]
    congr 1
    unfold waveNumber
    push_cast
    ring
  rw [h1, h2, Complex.ofReal_cos, Complex.two_cos]

/-- The band energy times the overlap `1 + q` is the bare energy `-2 t cos k`. -/
theorem band_mul_overlap {q : ℝ} (hq : -1 < q) (t k : ℝ) :
    band t q k * (1 + q) = -2 * t * Real.cos k := by
  have h : 1 + q ≠ 0 := by linarith
  exact div_mul_cancel₀ _ h

/-- Every plane wave is a nonzero solution of the generalized eigenvalue problem
`H ψ = E S ψ` with `E = -2 t cos k / (1 + q)`. -/
theorem planeWave_eigenvector (N : ℕ) [NeZero N] {q : ℝ} (hq : -1 < q) (t : ℝ) (m : ℤ) :
    planeWave N m ≠ 0 ∧ hopping t (planeWave N m)
      = (band t q (waveNumber N m) : ℂ) • overlap q (planeWave N m) := by
  constructor
  · intro h
    have h0 := congrFun h 0
    simp [planeWave] at h0
  · funext x
    have hb := congrArg Complex.ofReal (band_mul_overlap hq t (waveNumber N m))
    simp only [Complex.ofReal_mul, Complex.ofReal_neg, Complex.ofReal_ofNat] at hb
    have hs := phase_sum N m
    simp only [hopping, overlap, planeWave, Pi.smul_apply, smul_eq_mul]
    -- a translation by one site multiplies the wave by a phase
    rw [show (m : ZMod N) * (x + 1) = m * x + m by ring,
      show (m : ZMod N) * (x - 1) = m * x + -m by ring,
      AddChar.map_add_eq_mul, AddChar.map_add_eq_mul]
    linear_combination (-(t : ℂ) * ZMod.stdAddChar ((m : ZMod N) * x)) * hs
      - ZMod.stdAddChar ((m : ZMod N) * x) * hb

/-- Translating a state by `s` sites multiplies its Fourier coefficient by a phase. -/
theorem fourier_shift {N : ℕ} [NeZero N] (ψ : ZMod N → ℂ) (k s : ZMod N) :
    ∑ j, (ZMod.stdAddChar (-(j * k)) : ℂ) * ψ (j + s)
      = ZMod.stdAddChar (s * k) * ∑ j, (ZMod.stdAddChar (-(j * k)) : ℂ) * ψ j := by
  rw [← Equiv.sum_comp (Equiv.addRight s)
    (fun j => (ZMod.stdAddChar (-(j * k)) : ℂ) * ψ j), Finset.mul_sum]
  refine Finset.sum_congr rfl fun j _ => ?_
  simp only [Equiv.coe_addRight]
  rw [← mul_assoc, ← AddChar.map_add_eq_mul,
    show s * k + -((j + s) * k) = -(j * k) by ring]

/-- Every generalized eigenvalue of the ring, a priori complex, is a band energy at one of
the wave numbers `2 π m / N` with `0 ≤ m < N`. -/
theorem eigenvalue_mem_band {N : ℕ} [NeZero N] {q : ℝ} (hq : -1 < q) (t : ℝ) (E : ℂ)
    (ψ : ZMod N → ℂ) (hψ : ψ ≠ 0) (h : hopping t ψ = E • overlap q ψ) :
    ∃ m : ℕ, m < N ∧ E = (band t q (waveNumber N m) : ℂ) := by
  -- a nonzero state has a nonzero Fourier coefficient
  obtain ⟨k, hF⟩ : ∃ k : ZMod N, ∑ j, (ZMod.stdAddChar (-(j * k)) : ℂ) * ψ j ≠ 0 := by
    refine by_contra fun hcon => hψ ?_
    apply ZMod.dft.injective
    rw [map_zero]
    funext k
    rw [ZMod.dft_apply]
    simpa only [smul_eq_mul, Pi.zero_apply] using not_not.1 (fun hk => hcon ⟨k, hk⟩)
  refine ⟨k.val, ZMod.val_lt k, ?_⟩
  -- project the eigenvalue equation on that plane wave
  have hp : -(t : ℂ) * (∑ j, (ZMod.stdAddChar (-(j * k)) : ℂ) * ψ (j + 1)
      + ∑ j, (ZMod.stdAddChar (-(j * k)) : ℂ) * ψ (j + -1))
      = E * (((1 + q : ℝ) : ℂ) * ∑ j, (ZMod.stdAddChar (-(j * k)) : ℂ) * ψ j) := by
    rw [← Finset.sum_add_distrib]
    simp only [Finset.mul_sum]
    refine Finset.sum_congr rfl fun j _ => ?_
    have hj := congrFun h j
    simp only [hopping, overlap, Pi.smul_apply, smul_eq_mul, sub_eq_add_neg] at hj
    linear_combination (ZMod.stdAddChar (-(j * k)) : ℂ) * hj
  rw [fourier_shift, fourier_shift, one_mul, neg_one_mul] at hp
  have hs := phase_sum N (k.val : ℤ)
  rw [Int.cast_natCast, ZMod.natCast_zmod_val] at hs
  have hb := congrArg Complex.ofReal (band_mul_overlap hq t (waveNumber N k.val))
  simp only [Complex.ofReal_mul, Complex.ofReal_neg, Complex.ofReal_ofNat] at hb
  have hS : ((1 + q : ℝ) : ℂ) ≠ 0 := Complex.ofReal_ne_zero.2 (by linarith)
  apply mul_right_cancel₀ hS
  apply mul_right_cancel₀ hF
  linear_combination -hp
    - (t : ℂ) * (∑ j, (ZMod.stdAddChar (-(j * k)) : ℂ) * ψ j) * hs
    - (∑ j, (ZMod.stdAddChar (-(j * k)) : ℂ) * ψ j) * hb

/-- Inside the band, `g` is the derivative of `arcsin((1 + q) E / (2 t)) / π`. -/
theorem hasDerivAt_integrated_dos {t q E : ℝ} (ht : 0 < t) (hq : -1 < q)
    (hE : |E| < 2 * t / (1 + q)) :
    HasDerivAt (fun x => Real.arcsin ((1 + q) / (2 * t) * x) / π) (dos t q E) E := by
  have hq' : 0 < 1 + q := by linarith
  obtain ⟨u, hu⟩ : ∃ u, u = (1 + q) / (2 * t) * E := ⟨_, rfl⟩
  have hu' : (1 + q) * E = 2 * t * u := by
    rw [hu]
    field_simp
  rw [lt_div_iff₀ hq'] at hE
  have h1 : u ≠ -1 := by
    intro h
    rw [h] at hu'
    nlinarith [neg_abs_le E]
  have h2 : u ≠ 1 := by
    intro h
    rw [h] at hu'
    nlinarith [le_abs_self E]
  have hlin : HasDerivAt (fun x : ℝ => (1 + q) / (2 * t) * x) ((1 + q) / (2 * t)) E := by
    simpa using (hasDerivAt_id' E).const_mul ((1 + q) / (2 * t))
  rw [hu] at h1 h2
  refine (((Real.hasDerivAt_arcsin h1 h2).comp E hlin).div_const π).congr_deriv ?_
  rw [← hu]
  unfold dos
  rw [show 4 * t ^ 2 - (1 + q) ^ 2 * E ^ 2 = (2 * t) ^ 2 * (1 - u ^ 2) by
      linear_combination (-((1 + q) * E + 2 * t * u)) * hu',
    Real.sqrt_mul (sq_nonneg _), Real.sqrt_sq (by positivity)]
  generalize √(1 - u ^ 2) = s
  ring

/-- The integral of `g` between the band energies at `k₁` and `k₂` is `(k₂ - k₁) / π`,
for `0 ≤ k₁ ≤ k₂ ≤ π`. -/
theorem integral_dos_band {t q k₁ k₂ : ℝ} (ht : 0 < t) (hq : -1 < q)
    (h₁ : 0 ≤ k₁) (h₁₂ : k₁ ≤ k₂) (h₂ : k₂ ≤ π) :
    ∫ E in band t q k₁..band t q k₂, dos t q E = (k₂ - k₁) / π := by
  have hq' : 0 < 1 + q := by linarith
  have hle : band t q k₁ ≤ band t q k₂ :=
    (div_le_div_iff_of_pos_right hq').2
      (by nlinarith [Real.cos_le_cos_of_nonneg_of_le_pi h₁ h₂ h₁₂])
  have hlo : -(2 * t / (1 + q)) ≤ band t q k₁ := by
    rw [← neg_div]
    exact (div_le_div_iff_of_pos_right hq').2 (by nlinarith [Real.cos_le_one k₁])
  have hhi : band t q k₂ ≤ 2 * t / (1 + q) :=
    (div_le_div_iff_of_pos_right hq').2 (by nlinarith [Real.neg_one_le_cos k₂])
  have hd : ∀ E ∈ Set.Ioo (band t q k₁) (band t q k₂),
      HasDerivAt (fun x => Real.arcsin ((1 + q) / (2 * t) * x) / π) (dos t q E) E :=
    fun E hE => hasDerivAt_integrated_dos ht hq
      (abs_lt.2 ⟨lt_of_le_of_lt hlo hE.1, lt_of_lt_of_le hE.2 hhi⟩)
  have hc : Continuous (fun x => Real.arcsin ((1 + q) / (2 * t) * x) / π) :=
    (Real.continuous_arcsin.comp (continuous_const.mul continuous_id)).div_const π
  -- `g` is integrable up to the band edges, as the nonnegative derivative of a function
  -- that is continuous there
  have hint : IntervalIntegrable (dos t q) MeasureTheory.volume
      (band t q k₁) (band t q k₂) :=
    (intervalIntegrable_iff_integrableOn_Ioc_of_le hle).2
      (intervalIntegral.integrableOn_deriv_of_nonneg hc.continuousOn hd
        (fun E _ => by unfold dos; positivity))
  -- at the energy `E(k)` with `0 ≤ k ≤ π` the arcsine equals `k - π / 2`
  have hval : ∀ k, 0 ≤ k → k ≤ π →
      Real.arcsin ((1 + q) / (2 * t) * band t q k) = k - π / 2 := by
    intro k hk hk'
    have hb : (1 + q) / (2 * t) * band t q k = Real.sin (k - π / 2) := by
      rw [Real.sin_sub_pi_div_two, div_mul_eq_mul_div, div_eq_iff (by positivity)]
      linear_combination band_mul_overlap hq t k
    rw [hb, Real.arcsin_sin (by linarith) (by linarith)]
  rw [intervalIntegral.integral_eq_sub_of_hasDerivAt_of_le hle hc.continuousOn hd hint,
    hval k₁ h₁ (h₁₂.trans h₂), hval k₂ (h₁.trans h₁₂) h₂]
  ring

/-- The integral of `g` over the whole band `|E| < 2 t / (1 + q)` is one. -/
theorem integral_dos_eq_one {t q : ℝ} (ht : 0 < t) (hq : -1 < q) :
    ∫ E in (-(2 * t / (1 + q)))..(2 * t / (1 + q)), dos t q E = 1 := by
  have h := integral_dos_band ht hq le_rfl Real.pi_pos.le le_rfl
  have h0 : band t q 0 = -(2 * t / (1 + q)) := by
    unfold band
    rw [Real.cos_zero]
    ring
  have hπ : band t q π = 2 * t / (1 + q) := by
    unfold band
    rw [Real.cos_pi]
    ring
  rw [h0, hπ, sub_zero, div_self Real.pi_ne_zero] at h
  exact h

/-- Between the levels `m₁ ≤ m₂ ≤ N / 2` of the finite ring, the integral of `g` is
`2 (m₂ - m₁) / N`. -/
theorem integral_dos_levels {N : ℕ} [NeZero N] {t q : ℝ} (ht : 0 < t) (hq : -1 < q)
    {m₁ m₂ : ℕ} (h₁₂ : m₁ ≤ m₂) (h₂ : 2 * m₂ ≤ N) :
    ∫ E in band t q (waveNumber N m₁)..band t q (waveNumber N m₂), dos t q E
      = 2 * ((m₂ : ℝ) - m₁) / N := by
  have hN : (0 : ℝ) < N := Nat.cast_pos.2 (Nat.pos_of_ne_zero (NeZero.ne N))
  have h₁₂' : (m₁ : ℝ) ≤ m₂ := Nat.cast_le.2 h₁₂
  have h₂' : 2 * (m₂ : ℝ) ≤ N := by exact_mod_cast h₂
  have hπ := Real.pi_pos
  rw [integral_dos_band ht hq]
  · simp only [waveNumber, Int.cast_natCast]
    field_simp
  · simp only [waveNumber, Int.cast_natCast]
    positivity
  · simp only [waveNumber, Int.cast_natCast]
    exact (div_le_div_iff_of_pos_right hN).2 (by nlinarith)
  · simp only [waveNumber, Int.cast_natCast]
    rw [div_le_iff₀ hN]
    nlinarith

end

end UltrasoftRing
```

```lean
#print axioms UltrasoftRing.planeWave_eigenvector
#print axioms UltrasoftRing.eigenvalue_mem_band
#print axioms UltrasoftRing.integral_dos_eq_one
#print axioms UltrasoftRing.integral_dos_levels
```

```
'UltrasoftRing.planeWave_eigenvector' depends on axioms: [propext, Classical.choice, Quot.sound]
'UltrasoftRing.eigenvalue_mem_band' depends on axioms: [propext, Classical.choice, Quot.sound]
'UltrasoftRing.integral_dos_eq_one' depends on axioms: [propext, Classical.choice, Quot.sound]
'UltrasoftRing.integral_dos_levels' depends on axioms: [propext, Classical.choice, Quot.sound]
```

## How the physics is encoded

A state is a function `ZMod N → ℂ`. Arithmetic modulo $N$ closes the ring, and `[NeZero N]` says that $N \ge 1$. On two sites the left and right neighbours coincide, so the hopping between them is $-2t$; on one site `hopping` multiplies the amplitude by $-2t$. The energy formula holds in both cases.

The operators $H$ and $S$ are `hopping` and `overlap`. The wave `planeWave N m` is written with Mathlib's standard additive character, and `planeWave_apply` identifies it with $e^{ikj}$. It is not normalised. The functions $E(k)$ and $g(E)$ are `band` and `dos`.

`planeWave_eigenvector` says that each plane wave is nonzero and solves the generalized problem. `eigenvalue_mem_band` says that any complex `E` with a nonzero solution equals the band energy for some natural number `m < N`. Both hold for every real $t$ and every $q > -1$. The three integral theorems, and the derivative `hasDerivAt_integrated_dos` on which they rest, assume $t > 0$ and $q > -1$. Of the integral theorems, `integral_dos_band` treats the part of the band between two wave numbers, `integral_dos_eq_one` the whole band, and `integral_dos_levels` the part between two levels of the finite ring.

In the file `dos` is defined by its formula, and its reading as a number of states per site rests on the counting of wave numbers above. The degeneracies in the table likewise come from that counting. A realistic ultrasoft overlap contains projectors localised at the atoms and is not a multiple of the identity; there the levels need not be the bare energies divided by one constant.

## How the proof runs

**Levels.** `phase_sum` writes the phases for one step right and one step left as exponentials and adds them to $2\cos k$. `band_mul_overlap` clears the denominator of $E(k)$. In `planeWave_eigenvector`, the value at site 0 shows that the wave is nonzero. `AddChar.map_add_eq_mul` then splits off the phase of a translation, and `linear_combination` assembles the eigenvalue equation from the two lemmas.

**Completeness of the spectrum.** `fourier_shift` is the relabelling of sites in the Fourier sum. In it and in `eigenvalue_mem_band` the letter `k` is an element of `ZMod N`, so it plays the part of the index $m$ and not of the wave number. The nonzero coefficient comes from the injectivity of the discrete Fourier transform, `ZMod.dft.injective`. The statement `hp` is the projected eigenvalue equation, and the two uses of `mul_right_cancel₀` divide out $1+q$ and the coefficient.

**The derivative.** `hasDerivAt_integrated_dos` sets $u = (1+q)E/(2t)$ and shows $u \ne \pm1$ inside the band. It applies the chain rule to the arcsine and matches the result to $g$ through $4t^2-(1+q)^2E^2 = (2t)^2(1-u^2)$.

**The integral.** `integral_dos_band` first places both limits in the closed band. The edge singularities are handled by `intervalIntegral.integrableOn_deriv_of_nonneg`: a nonnegative derivative of a function that is continuous up to the endpoints is integrable. The step `hval` evaluates the arcsine as $k-\pi/2$, and the fundamental theorem of calculus gives the difference. The other two integral theorems insert $k = 0, \pi$ and $k = 2\pi m/N$.
